# The second Magnus term of a single-harmonic drive and its dependence on the drive phase

## Two missing commutators

In units with $\hbar=1$, take a system with static Hamiltonian $A$, driven by $B e^{iwt} + C e^{-iwt}$ at a high frequency $w$, where $A$, $B$ and $C$ do not depend on $w$. Suppose its evolution over one period, starting at $t=0$, is described by the effective Hamiltonian $A + [B,C]/w$. In general this misses terms of the same order in $1/w$ as the correction it keeps, namely $([A,B]-[A,C])/w$. The missing terms change with the phase of the drive at the starting time, so two calculations that start at different phases can disagree at this order.

This matters when an effective Hamiltonian extracted from the simulated one-period evolution operator of a finite-dimensional model with a single-harmonic drive is compared with one from a high-frequency expansion. If the two refer to different starting phases, they can differ at order $1/w$ even when both are correct. The exact quasienergies do not depend on the starting phase, because the one-period evolution operators for different starting times are unitarily equivalent.

## The drive and its Magnus term

Let $A$, $B$, $C$ be complex $n\times n$ matrices, $w>0$, $T=2\pi/w$, and

$$H(t)=A+B\,e^{iwt}+C\,e^{-iwt}.$$

For a physical Hamiltonian $A$ is Hermitian and $C=B^\dagger$, but the algebra needs neither. With $\hbar=1$ and the one-period propagator written as $e^{-iTH_{\rm eff}}$, the Magnus expansion of $H_{\rm eff}$ begins with the time average $A$. Its second term is

$$M=\frac{1}{2iT}\int_0^T\!dt\int_0^t\!ds\,[H(t),H(s)].$$

The result is

$$wM=[B,C]+[A,B]-[A,C].$$

If the time origin is moved by $\tau$, so that $H(t)$ is replaced by $H(t+\tau)$, the term becomes $M_\tau$ with

$$wM_\tau=[B,C]+e^{iw\tau}[A,B]-e^{-iw\tau}[A,C].$$

Hence $M_\tau$ is the same for all $\tau$ exactly when $A$ commutes with both $B$ and $C$. The mean of $M_\tau$ and $M_{\tau+T/2}$ is always $[B,C]/w$.

## How the Lean statements read

The index type `n` is finite, and `Matrix n n ℂ` holds the operators in a chosen basis. `phase w t` is $e^{iwt}$, so `phase (-w) t` is $e^{-iwt}$. `drive A B C w t` is $H(t)$, `period w` is $T$, and `comm X Y` is $XY-YX$. `magnusTerm H T` is defined for any matrix-valued function `H` and integrates the commutator entry by entry, with the later time in the first slot.

The four results above are `magnus_drive`, `magnus_shift`, `magnus_phase_independent_iff` and `magnus_half_period_average`. Each assumes `0 < w`, which makes the frequency and the period positive. The formulas are multiplied through by $w$; at $w=0$ the left side of `magnus_drive` would vanish while the right side in general would not.

The theorems concern this one term of the expansion. They do not address convergence of the Magnus series, the size of its remainder, higher harmonics or infinite-dimensional operators.

## The ordered integral by hand

Terms with equal Fourier components cancel in the commutator. The rest is

$$\begin{aligned}[][H(t),H(s)]={}&(e^{iws}-e^{iwt})[A,B]+(e^{-iws}-e^{-iwt})[A,C]\\&+(e^{iw(t-s)}-e^{-iw(t-s)})[B,C].\end{aligned}$$

Write $r=1/(iw)$. Integrating the three coefficients over $s$ from $0$ to $t$ gives, in order,

$$\begin{aligned}
&r(e^{iwt}-1)-t\,e^{iwt},\\
&r(1-e^{-iwt})-t\,e^{-iwt},\\
&r(e^{iwt}+e^{-iwt}-2).
\end{aligned}$$

Over a full period $\int_0^T e^{\pm iwt}dt=0$, and integration by parts gives $\int_0^T t\,e^{\pm iwt}dt=\pm rT$. The outer integrals are therefore

$$\begin{aligned}
-rT-rT&=-2rT,\\
rT+rT&=2rT,\\
-2rT&.
\end{aligned}$$

Since $-2rT=2iT/w$, the double integral equals

$$\frac{2iT}{w}\bigl([A,B]-[A,C]+[B,C]\bigr),$$

and division by $2iT$ gives $M$.

## Moving the time origin

Because $e^{iw(t+\tau)}=e^{iw\tau}e^{iwt}$, the shifted drive has the same form, with $B$ replaced by $e^{iw\tau}B$ and $C$ by $e^{-iw\tau}C$. The two factors cancel in $[B,C]$ and survive in $[A,B]$ and $[A,C]$, which is the formula for $M_\tau$. A further half period reverses the sign of both factors, so the mean over the two origins retains only $[B,C]/w$.

If $A$ commutes with $B$ and $C$, nothing in $M_\tau$ depends on $\tau$. Conversely, suppose $M_\tau=M_0$ for every $\tau$, and put $P=[A,B]$, $Q=[A,C]$. The shifts $T/2$ and $T/4$ give

$$-P+Q=P-Q,\qquad iP+iQ=P-Q.$$

The first equation says $P=Q$. The second then reads $2iP=0$, so both commutators vanish.

## The calculation in Lean

```lean
import Mathlib

open Complex (I)

namespace FloquetMagnus

noncomputable section

variable {n : Type*} [Fintype n]

/-- The oscillating factor `exp(iwt)`. -/
def phase (w t : ℝ) : ℂ := Complex.exp (I * w * t)

/-- The driving period `T = 2π/w`, for `w > 0`. -/
def period (w : ℝ) : ℝ := 2 * Real.pi / w

/-- The commutator `[X, Y] = XY - YX`. -/
def comm (X Y : Matrix n n ℂ) : Matrix n n ℂ := X * Y - Y * X

/-- The driven Hamiltonian `H(t) = A + B exp(iwt) + C exp(-iwt)`. -/
def drive (A B C : Matrix n n ℂ) (w t : ℝ) : Matrix n n ℂ :=
  A + phase w t • B + phase (-w) t • C

/-- The second Magnus term `(1/(2iT)) ∫₀ᵀ dt ∫₀ᵗ ds [H(t), H(s)]`, integrated entry by entry,
for `T ≠ 0`. -/
def magnusTerm (H : ℝ → Matrix n n ℂ) (T : ℝ) : Matrix n n ℂ :=
  (1 / (2 * I * T)) • Matrix.of fun i j =>
    ∫ t in (0 : ℝ)..T, ∫ s in (0 : ℝ)..t, comm (H t) (H s) i j

/-- The oscillating factor obeys `d/dt exp(iwt) = iw exp(iwt)`. -/
theorem hasDerivAt_phase (w t : ℝ) :
    HasDerivAt (fun x : ℝ => phase w x) (I * w * phase w t) t := by
  have h : HasDerivAt (fun x : ℝ => I * w * (x : ℂ)) (I * w) t := by
    simpa using (hasDerivAt_id t).ofReal_comp.const_mul (I * (w : ℂ))
  exact h.cexp.congr_deriv (mul_comm _ _)

/-- The factors `exp(iwt)` and `exp(-iwt)` are inverse to each other. -/
theorem phase_mul_neg (w t : ℝ) : phase w t * phase (-w) t = 1 := by
  rw [phase, phase, ← Complex.exp_add, ← Complex.exp_zero]
  congr 1
  push_cast
  ring

/-- Successive time shifts multiply the oscillating factors. -/
theorem phase_add (w s t : ℝ) : phase w (s + t) = phase w s * phase w t := by
  rw [phase, phase, phase, ← Complex.exp_add]
  congr 1
  push_cast
  ring

/-- After a full, a half and a quarter period the oscillating factor is `1`, `-1` and `i`. -/
theorem phase_fractions {w : ℝ} (hw : 0 < w) :
    phase w (period w) = 1 ∧ phase w (period w / 2) = -1 ∧ phase w (period w / 4) = I := by
  have hr : w * period w = 2 * Real.pi := by
    unfold period
    field_simp
  have hT : (w : ℂ) * (period w : ℂ) = 2 * (Real.pi : ℂ) := by exact_mod_cast hr
  refine ⟨?_, ?_, ?_⟩
  · rw [phase, show I * (w : ℂ) * (period w : ℂ) = 2 * Real.pi * I by
      linear_combination I * hT, Complex.exp_two_pi_mul_I]
  · rw [phase, show I * (w : ℂ) * ((period w / 2 : ℝ) : ℂ) = Real.pi * I by
      push_cast; linear_combination I / 2 * hT, Complex.exp_pi_mul_I]
  · rw [phase, show I * (w : ℂ) * ((period w / 4 : ℝ) : ℂ) = Real.pi / 2 * I by
      push_cast; linear_combination I / 4 * hT, Complex.exp_mul_I,
      Complex.cos_pi_div_two, Complex.sin_pi_div_two]
    ring

/-- The commutator of the Hamiltonian at two times, sorted by the commutators of its Fourier
components. -/
theorem comm_drive (A B C : Matrix n n ℂ) (w t s : ℝ) :
    comm (drive A B C w t) (drive A B C w s) =
      (phase w s - phase w t) • comm A B + (phase (-w) s - phase (-w) t) • comm A C
        + (phase w t * phase (-w) s - phase (-w) t * phase w s) • comm B C := by
  simp only [comm, drive, mul_add, add_mul, smul_mul_assoc, mul_smul_comm]
  module

/-- The time-ordered double integral over one period of the three oscillating coefficients, with
weights `a`, `b`, `c`, equals `2iT(a - b + c)` after multiplication by `w`. -/
theorem ordered_integral {w : ℝ} (hw : 0 < w) (a b c : ℂ) :
    (w : ℂ) * (∫ t in (0 : ℝ)..period w, ∫ s in (0 : ℝ)..t,
      (a * (phase w s - phase w t) + b * (phase (-w) s - phase (-w) t)
        + c * (phase w t * phase (-w) s - phase (-w) t * phase w s)))
      = 2 * I * (period w : ℂ) * (a - b + c) := by
  have hw' : (w : ℂ) ≠ 0 := by exact_mod_cast hw.ne'
  obtain ⟨r, hr⟩ : ∃ r : ℂ, I * w * r = 1 :=
    ⟨(I * w)⁻¹, mul_inv_cancel₀ (mul_ne_zero Complex.I_ne_zero hw')⟩
  have hx (s : ℝ) : HasDerivAt (fun x : ℝ => (x : ℂ)) 1 s := by
    simpa using (hasDerivAt_id s).ofReal_comp
  have h0 (v : ℝ) : phase v 0 = 1 := by simp [phase]
  -- the inner integral over the earlier time s
  have inner (t : ℝ) : (∫ s in (0 : ℝ)..t,
      (a * (phase w s - phase w t) + b * (phase (-w) s - phase (-w) t)
        + c * (phase w t * phase (-w) s - phase (-w) t * phase w s)))
      = a * ((phase w t - 1) * r - t * phase w t)
        + b * ((1 - phase (-w) t) * r - t * phase (-w) t)
        + c * ((phase w t + phase (-w) t - 2) * r) := by
    rw [intervalIntegral.integral_eq_sub_of_hasDerivAt
      (f := fun s : ℝ => a * (phase w s * r - s * phase w t)
        + b * (phase (-w) s * (-r) - s * phase (-w) t)
        + c * (phase w t * (phase (-w) s * (-r)) - phase (-w) t * (phase w s * r)))]
    · simp only [h0, Complex.ofReal_zero]
      linear_combination (-2 * c * r) * phase_mul_neg w t
    · intro s _
      have h1 := hasDerivAt_phase w s
      have h2 := hasDerivAt_phase (-w) s
      refine HasDerivAt.congr_deriv
        (((((h1.mul_const r).fun_sub ((hx s).mul_const _)).const_mul a).fun_add
          (((h2.mul_const (-r)).fun_sub ((hx s).mul_const _)).const_mul b)).fun_add
          ((((h2.mul_const (-r)).const_mul _).fun_sub
            ((h1.mul_const r).const_mul _)).const_mul c)) ?_
      push_cast
      linear_combination (a * phase w s + b * phase (-w) s
        + c * (phase w t * phase (-w) s - phase (-w) t * phase w s)) * hr
    · apply Continuous.intervalIntegrable
      unfold phase
      fun_prop
  simp only [inner]
  -- the outer integral over the later time t
  rw [intervalIntegral.integral_eq_sub_of_hasDerivAt
    (f := fun t : ℝ => a * (phase w t * (2 * r ^ 2) - t * r - t * phase w t * r)
      + b * (t * r + phase (-w) t * (2 * r ^ 2) + t * phase (-w) t * r)
      + c * (phase w t * r ^ 2 - phase (-w) t * r ^ 2 - t * (2 * r)))]
  · have hE := (phase_fractions hw).1
    have hE' : phase (-w) (period w) = 1 := by
      have h := phase_mul_neg w (period w)
      rwa [hE, one_mul] at h
    simp only [h0, hE, hE', Complex.ofReal_zero]
    linear_combination (2 * (period w : ℂ) * (a - b + c) * I) * hr
      - (2 * (period w : ℂ) * (a - b + c) * w * r) * Complex.I_sq
  · intro t _
    have h1 := hasDerivAt_phase w t
    have h2 := hasDerivAt_phase (-w) t
    refine HasDerivAt.congr_deriv
      ((((((h1.mul_const _).fun_sub ((hx t).mul_const r)).fun_sub
          (((hx t).fun_mul h1).mul_const r)).const_mul a).fun_add
        (((((hx t).mul_const r).fun_add (h2.mul_const _)).fun_add
          (((hx t).fun_mul h2).mul_const r)).const_mul b)).fun_add
        ((((h1.mul_const _).fun_sub (h2.mul_const _)).fun_sub
          ((hx t).mul_const _)).const_mul c)) ?_
    push_cast
    linear_combination (a * (2 * phase w t * r - t * phase w t)
      + b * (-2 * phase (-w) t * r - t * phase (-w) t)
      + c * (phase w t * r + phase (-w) t * r)) * hr
  · apply Continuous.intervalIntegrable
    unfold phase
    fun_prop

/-- The second Magnus term of the driven Hamiltonian over one period, multiplied by `w`, is
`[B,C] + [A,B] - [A,C]`. -/
theorem magnus_drive (A B C : Matrix n n ℂ) {w : ℝ} (hw : 0 < w) :
    (w : ℂ) • magnusTerm (drive A B C w) (period w) = comm B C + comm A B - comm A C := by
  ext i j
  have hT : (period w : ℂ) ≠ 0 := by
    have : 0 < period w := div_pos Real.two_pi_pos hw
    exact_mod_cast this.ne'
  have hne : 2 * I * (period w : ℂ) ≠ 0 :=
    mul_ne_zero (mul_ne_zero two_ne_zero Complex.I_ne_zero) hT
  have hc (t s : ℝ) : comm (drive A B C w t) (drive A B C w s) i j =
      comm A B i j * (phase w s - phase w t) + comm A C i j * (phase (-w) s - phase (-w) t)
        + comm B C i j * (phase w t * phase (-w) s - phase (-w) t * phase w s) := by
    rw [comm_drive]
    simp only [Matrix.add_apply, Matrix.smul_apply, smul_eq_mul]
    ring
  simp only [magnusTerm, Matrix.smul_apply, Matrix.of_apply, smul_eq_mul, hc,
    Matrix.add_apply, Matrix.sub_apply]
  rw [mul_left_comm, ordered_integral hw, one_div, inv_mul_cancel_left₀ hne]
  ring

/-- In `w` times the second Magnus term, `[B,C] + [A,B] - [A,C]`, shifting the time origin by `τ`
leaves the term `[B,C]` unchanged and multiplies the terms with `[A,B]` and `[A,C]` by `exp(iwτ)`
and `exp(-iwτ)`. -/
theorem magnus_shift (A B C : Matrix n n ℂ) {w : ℝ} (hw : 0 < w) (τ : ℝ) :
    (w : ℂ) • magnusTerm (fun t => drive A B C w (t + τ)) (period w) =
      comm B C + phase w τ • comm A B - phase (-w) τ • comm A C := by
  -- a shifted drive is a drive with rephased Fourier components
  have hd : (fun t => drive A B C w (t + τ)) =
      drive A (phase w τ • B) (phase (-w) τ • C) w := by
    funext t
    simp only [drive, phase_add, smul_smul]
  have hs (x : ℂ) (Y : Matrix n n ℂ) : comm A (x • Y) = x • comm A Y := by
    simp only [comm, mul_smul_comm, smul_mul_assoc, smul_sub]
  have hBC : comm (phase w τ • B) (phase (-w) τ • C) = comm B C := by
    calc _ = (phase w τ * phase (-w) τ) • comm B C := by
          simp only [comm, mul_smul_comm, smul_mul_assoc]
          module
      _ = comm B C := by rw [phase_mul_neg, one_smul]
  rw [hd, magnus_drive _ _ _ hw, hs, hs, hBC]

/-- The second Magnus term is the same for every choice of time origin exactly when `A` commutes
with both `B` and `C`. -/
theorem magnus_phase_independent_iff (A B C : Matrix n n ℂ) {w : ℝ} (hw : 0 < w) :
    (∀ τ : ℝ, magnusTerm (fun t => drive A B C w (t + τ)) (period w) =
      magnusTerm (drive A B C w) (period w)) ↔ comm A B = 0 ∧ comm A C = 0 := by
  constructor
  · intro h
    obtain ⟨-, hh, hq⟩ := phase_fractions hw
    have hh' : phase (-w) (period w / 2) = -1 := by
      have h1 := phase_mul_neg w (period w / 2)
      rw [hh] at h1
      linear_combination -h1
    have hq' : phase (-w) (period w / 4) = -I := by
      have h1 := phase_mul_neg w (period w / 4)
      rw [hq] at h1
      linear_combination (-I) * h1 + phase (-w) (period w / 4) * Complex.I_sq
    -- compare the original origin with shifts by a half and a quarter period
    have e1 := magnus_shift A B C hw (period w / 2)
    have e2 := magnus_shift A B C hw (period w / 4)
    rw [h, magnus_drive _ _ _ hw, hh, hh'] at e1
    rw [h, magnus_drive _ _ _ hw, hq, hq'] at e2
    have key (i j : n) : comm A B i j = 0 ∧ comm A C i j = 0 := by
      have f1 := congrFun (congrFun e1 i) j
      have f2 := congrFun (congrFun e2 i) j
      simp only [Matrix.add_apply, Matrix.sub_apply, Matrix.smul_apply, smul_eq_mul] at f1 f2
      have hx : comm A B i j = 0 := by
        linear_combination (1 - I) / 4 * f1 + I / 2 * f2
          + (comm A B i j + comm A C i j) / 2 * Complex.I_sq
      exact ⟨hx, by linear_combination hx - f1 / 2⟩
    exact ⟨by ext i j; exact (key i j).1, by ext i j; exact (key i j).2⟩
  · rintro ⟨h1, h2⟩ τ
    have hw' : (w : ℂ) ≠ 0 := by exact_mod_cast hw.ne'
    apply smul_right_injective (Matrix n n ℂ) hw'
    show (w : ℂ) • magnusTerm _ _ = (w : ℂ) • magnusTerm _ _
    rw [magnus_shift _ _ _ hw, magnus_drive _ _ _ hw, h1, h2, smul_zero, smul_zero]

/-- The mean of the second Magnus terms for two time origins half a period apart, multiplied by
`w`, is `[B,C]`. -/
theorem magnus_half_period_average (A B C : Matrix n n ℂ) {w : ℝ} (hw : 0 < w) (τ : ℝ) :
    (w : ℂ) • ((1 / 2 : ℂ) • (magnusTerm (fun t => drive A B C w (t + τ)) (period w)
      + magnusTerm (fun t => drive A B C w (t + (τ + period w / 2))) (period w))) =
      comm B C := by
  have hh := (phase_fractions hw).2.1
  have hh' : phase (-w) (period w / 2) = -1 := by
    have h1 := phase_mul_neg w (period w / 2)
    rw [hh] at h1
    linear_combination -h1
  rw [smul_comm, smul_add, magnus_shift _ _ _ hw, magnus_shift _ _ _ hw, phase_add, phase_add,
    hh, hh']
  module

end

end FloquetMagnus
```

```lean
#print axioms FloquetMagnus.magnus_drive
#print axioms FloquetMagnus.magnus_phase_independent_iff
#print axioms FloquetMagnus.magnus_half_period_average
```

```
'FloquetMagnus.magnus_drive' depends on axioms: [propext, Classical.choice, Quot.sound]
'FloquetMagnus.magnus_phase_independent_iff' depends on axioms: [propext, Classical.choice, Quot.sound]
'FloquetMagnus.magnus_half_period_average' depends on axioms: [propext, Classical.choice, Quot.sound]
```

## How the proof follows the calculation

**Oscillating factors.** `hasDerivAt_phase` differentiates $e^{iwt}$. `phase_mul_neg` and `phase_add` are the product rules for exponentials, and `phase_fractions` evaluates the factor after a full, half and quarter period as $1$, $-1$ and $i$.

**Commutator expansion.** `comm_drive` is the three-term formula for $[H(t),H(s)]$. The call to `simp only` distributes the products and pulls out the scalars; `module` then collects the matrix terms.

**Double integral.** `ordered_integral` replaces the three commutators by complex weights `a`, `b`, `c`, so that only a scalar integral remains. The number `r` is introduced through the equation `I * w * r = 1`. The block `inner` performs the integral over $s$ by giving an explicit antiderivative to `intervalIntegral.integral_eq_sub_of_hasDerivAt`, a form of the fundamental theorem of calculus. The same theorem then handles the integral over $t$. Its antiderivative contains the result of the integration by parts: $t\,e^{iwt}$ integrates to $r t\,e^{iwt}-r^2e^{iwt}$. In both rounds `linear_combination` checks that the derivative equals the integrand, using the equation for `r`, and `fun_prop` supplies the continuity needed for integrability. At the upper limit both phases are $1$, which leaves $2iT(a-b+c)$ after multiplication by $w$.

**Main formula.** `magnus_drive` works on one matrix entry at a time. The entries of `comm A B`, `comm A C` and `comm B C` become the weights `a`, `b`, `c`, and the prefactor $1/(2iT)$ cancels because $T\neq0$.

**Shifted origin.** In `magnus_shift`, the step `hd` rewrites the shifted drive as a drive with rephased $B$ and $C$. The step `hs` takes a scalar out of a commutator with $A$, and `hBC` shows that the two phases cancel in $[B,C]$. The main formula then applies directly.

**Phase independence.** In the forward direction of `magnus_phase_independent_iff`, `e1` and `e2` are the matrix equations from the half- and quarter-period shifts. `key` solves them entry by entry, as in the elimination of $P$ and $Q$. For the reverse direction, both sides are multiplied by the nonzero number $w$; the shift formula and the vanishing commutators make them equal.

**Half-period mean.** `magnus_half_period_average` applies the shift formula at $\tau$ and at $\tau+T/2$. `phase_add` separates the extra half period, whose factor is $-1$, and `module` cancels the terms of opposite sign.
